# Closed-form spherical Bessel transforms of the exponential radial functions $r^{l-1}e^{-ar}$ and $r^l e^{-ar}$

An electron sits in an atomic orbital $R(r)Y_{lm}$, and we want its amplitude on a plane wave of wavenumber $q$. Expanding the plane wave in spherical waves leaves one radial integral, $\int_0^\infty r^2R(r)\,j_l(qr)\,dr$, where $j_l$ is the spherical Bessel function. For a single exponential with decay constant $a>0$ and a power of $r$ tied to $l$, this integral is elementary.

```lean
import Mathlib

open Real Set Filter MeasureTheory Topology

namespace SlaterBesselTransform

noncomputable section
```

Take $j_0=\sin x/x$, $j_1=\sin x/x^2-\cos x/x$ and the three-term recurrence as the definition of $j_l$. Lean's division by zero makes `sphBessel 0 0` equal to 0 instead of 1, which is harmless here because the integrals run over $r>0$ with $q>0$.

```lean
/-- The spherical Bessel function `j_l(x)` for `x ≠ 0`, from `j_0`, `j_1` and the three-term
recurrence in `l`. -/
def sphBessel : ℕ → ℝ → ℝ
  | 0 => fun x => sin x / x
  | 1 => fun x => sin x / x ^ 2 - cos x / x
  | l + 2 => fun x => (2 * (l : ℝ) + 3) / x * sphBessel (l + 1) x - sphBessel l x
```

The function $s_l$, `regBessel` in the code, has a recurrence without division:
$$s_0=\sin x,\quad s_1=\sin x-x\cos x,\quad s_{l+2}=(2l+3)s_{l+1}-x^2s_l.$$

```lean
/-- The regular function `s_l(x) = x^(l+1) j_l(x)`, given by a recurrence without division. -/
def regBessel : ℕ → ℝ → ℝ
  | 0 => fun x => sin x
  | 1 => fun x => sin x - x * cos x
  | l + 2 => fun x => (2 * (l : ℝ) + 3) * regBessel (l + 1) x - x ^ 2 * regBessel l x
```

Write $D_{l,n}(r)=r^ne^{-ar}s_l(qr)$ for the damped integrand, and set $A_l=\int_0^\infty D_{l,0}\,dr$, $B_l=\int_0^\infty D_{l,1}\,dr$ and $k=a^2+q^2$.

```lean
/-- The exponentially damped radial integrand `r^n exp(-a r) s_l(q r)`. -/
def damped (a q : ℝ) (l n : ℕ) (r : ℝ) : ℝ :=
  r ^ n * Real.exp (-a * r) * regBessel l (q * r)
```

**(a) Show that $s_l(x)=x^{l+1}j_l(x)$.**

The cases $l=0,1$ are immediate for $x\ne0$. Multiplying the recurrence for $j_{l+2}$ by $x^{l+3}$ gives
$$x^{l+3}j_{l+2}=(2l+3)x^{l+2}j_{l+1}-x^2\,x^{l+1}j_l,$$
which is the recurrence for $s_{l+2}$. At $x=0$ both sides vanish. The Lean induction carries two neighbouring orders together, since the recurrence needs both.

```lean
/-- The regular function is `x^(l+1)` times the spherical Bessel function. -/
theorem regBessel_eq (l : ℕ) (x : ℝ) : regBessel l x = x ^ (l + 1) * sphBessel l x := by
  have key : ∀ l : ℕ, regBessel l x = x ^ (l + 1) * sphBessel l x ∧
      regBessel (l + 1) x = x ^ (l + 1 + 1) * sphBessel (l + 1) x := by
    intro l
    rcases eq_or_ne x 0 with rfl | hx
    · induction l with
      | zero => constructor <;> simp [regBessel]
      | succ l ih =>
        refine ⟨ih.2, ?_⟩
        change (2 * (l : ℝ) + 3) * regBessel (l + 1) 0 - 0 ^ 2 * regBessel l 0 = _
        rw [ih.2]
        simp
    · induction l with
      | zero =>
        constructor
        · change sin x = x ^ 1 * (sin x / x)
          field_simp
        · change sin x - x * cos x = x ^ 2 * (sin x / x ^ 2 - cos x / x)
          field_simp
      | succ l ih =>
        refine ⟨ih.2, ?_⟩
        change (2 * (l : ℝ) + 3) * regBessel (l + 1) x - x ^ 2 * regBessel l x =
          x ^ (l + 1 + 1 + 1) * ((2 * (l : ℝ) + 3) / x * sphBessel (l + 1) x - sphBessel l x)
        rw [ih.2, ih.1]
        field_simp
        ring
  exact (key l).1
```

**(b) Derive $s_{l+1}'=xs_l$ and $xs_l'=(2l+1)s_l-s_{l+1}$.**

For $l=0$, differentiate $\sin x$ and $\sin x-x\cos x$. If both relations hold at $l$, then $xs_{l+1}'=x^2s_l=(2l+3)s_{l+1}-s_{l+2}$, and
$$s_{l+2}'=(2l+3)xs_l-2xs_l-x^2s_l'=(2l+1)xs_l-x\big[(2l+1)s_l-s_{l+1}\big]=xs_{l+1}.$$
In Lean the derivative of $s_l$ is an unnamed number `d` constrained by the second relation; the last `linear_combination` inserts that relation.

```lean
/-- Ladder relations: `x s_l' = (2l+1) s_l - s_(l+1)` and `s_(l+1)' = x s_l`. -/
theorem regBessel_deriv (l : ℕ) (x : ℝ) :
    (∃ d, HasDerivAt (regBessel l) d x ∧
      x * d = (2 * (l : ℝ) + 1) * regBessel l x - regBessel (l + 1) x) ∧
    HasDerivAt (regBessel (l + 1)) (x * regBessel l x) x := by
  induction l with
  | zero =>
    refine ⟨⟨cos x, Real.hasDerivAt_sin x, ?_⟩, ?_⟩
    · change x * cos x = (2 * ((0 : ℕ) : ℝ) + 1) * sin x - (sin x - x * cos x)
      push_cast
      ring
    · change HasDerivAt (fun y => sin y - y * cos y) (x * sin x) x
      exact ((Real.hasDerivAt_sin x).fun_sub
        ((hasDerivAt_id' x).fun_mul (Real.hasDerivAt_cos x))).congr_deriv (by ring)
  | succ l ih =>
    obtain ⟨⟨d, hd, hxd⟩, h1⟩ := ih
    refine ⟨⟨_, h1, ?_⟩, ?_⟩
    · have h2 : regBessel (l + 1 + 1) x =
        (2 * (l : ℝ) + 3) * regBessel (l + 1) x - x ^ 2 * regBessel l x := rfl
      rw [h2]
      push_cast
      ring
    · have hsq : HasDerivAt (fun y : ℝ => y ^ 2) (2 * x) x := by
        simpa using hasDerivAt_pow 2 x
      change HasDerivAt
        (fun y => (2 * (l : ℝ) + 3) * regBessel (l + 1) y - y ^ 2 * regBessel l y) _ x
      refine ((h1.const_mul _).fun_sub (hsq.fun_mul hd)).congr_deriv ?_
      linear_combination (-x) * hxd
```

**(c) Show that $r^ne^{-ar}g(r)\to0$ as $r\to\infty$ when $|g|\le1$.**

The modulus is at most $|r^ne^{-ar}|$, and $r^ne^{-ar}=a^{-n}(ar)^ne^{-ar}\to0$.

```lean
/-- A power times a decaying exponential times a function of absolute value at most 1 vanishes at
infinity. -/
theorem bounded_tendsto {a : ℝ} (ha : 0 < a) (g : ℝ → ℝ) (hg : ∀ r, |g r| ≤ 1) (n : ℕ) :
    Tendsto (fun r => r ^ n * Real.exp (-a * r) * g r) atTop (𝓝 0) := by
  have hp : Tendsto (fun r : ℝ => r ^ n * Real.exp (-a * r)) atTop (𝓝 0) := by
    have h := ((Real.tendsto_pow_mul_exp_neg_atTop_nhds_zero n).comp
      (tendsto_id.const_mul_atTop ha)).const_mul ((a ^ n)⁻¹)
    rw [mul_zero] at h
    refine h.congr fun r => ?_
    simp only [Function.comp_apply, id_eq, mul_pow, neg_mul]
    rw [mul_assoc, inv_mul_cancel_left₀ (pow_ne_zero n ha.ne')]
  refine squeeze_zero_norm (fun r => ?_) (tendsto_zero_iff_norm_tendsto_zero.mp hp)
  rw [norm_mul]
  exact mul_le_of_le_one_right (norm_nonneg _) (hg r)
```

**(d) Show that $D_{l,n}\to0$ at infinity.**

Part (c) with $g=\sin(qr)$ settles $l=0$. For $l=1$,
$$D_{1,n}=r^ne^{-ar}\sin(qr)-q\,r^{n+1}e^{-ar}\cos(qr)\to0.$$
Higher orders follow from $D_{l+2,n}=(2l+3)D_{l+1,n}-q^2D_{l,n+2}$. The induction covers all $n$ at once because $n$ shifts by two.

```lean
/-- The damped radial integrand vanishes at large distance. -/
theorem damped_tendsto {a : ℝ} (ha : 0 < a) (q : ℝ) (l n : ℕ) :
    Tendsto (damped a q l n) atTop (𝓝 0) := by
  have key : ∀ l, (∀ n, Tendsto (damped a q l n) atTop (𝓝 0)) ∧
      (∀ n, Tendsto (damped a q (l + 1) n) atTop (𝓝 0)) := by
    intro l
    have hs := bounded_tendsto ha (fun r => sin (q * r)) (fun r => abs_sin_le_one _)
    have hc := bounded_tendsto ha (fun r => cos (q * r)) (fun r => abs_cos_le_one _)
    induction l with
    | zero =>
      refine ⟨hs, fun n => ?_⟩
      have h := (hs n).sub ((hc (n + 1)).const_mul q)
      rw [mul_zero, sub_zero] at h
      refine h.congr fun r => ?_
      change _ = r ^ n * Real.exp (-a * r) * (sin (q * r) - q * r * cos (q * r))
      ring
    | succ l ih =>
      refine ⟨ih.2, fun n => ?_⟩
      have h := ((ih.2 n).const_mul (2 * (l : ℝ) + 3)).sub ((ih.1 (n + 2)).const_mul (q ^ 2))
      rw [mul_zero, mul_zero, sub_zero] at h
      refine h.congr fun r => ?_
      change _ = r ^ n * Real.exp (-a * r) *
        ((2 * (l : ℝ) + 3) * regBessel (l + 1) (q * r) - (q * r) ^ 2 * regBessel l (q * r))
      simp only [damped]
      ring
  exact (key l).1 n
```

**(e) Show that $D_{l,n}$ is integrable on $(0,\infty)$.**

It is continuous by (b). Split $e^{-ar}=e^{-ar/2}e^{-ar/2}$. By (d) with $a/2$ in place of $a$, the product $e^{-ar/2}\,r^ns_l(qr)$ stays bounded at large $r$, so $D_{l,n}=O(e^{-ar/2})$.

```lean
/-- The damped radial integrand is integrable over the half-line. -/
theorem damped_integrable {a : ℝ} (ha : 0 < a) (q : ℝ) (l n : ℕ) :
    Integrable (damped a q l n) (volume.restrict (Ioi 0)) := by
  have hc : Continuous (regBessel l) := continuous_iff_continuousAt.2 fun x =>
    (regBessel_deriv l x).1.choose_spec.1.continuousAt
  have hd : Continuous (damped a q l n) :=
    (by fun_prop : Continuous fun r : ℝ => r ^ n * Real.exp (-a * r)).mul
      (hc.comp (by fun_prop : Continuous fun r : ℝ => q * r))
  -- half of the exponential absorbs the polynomial growth
  have h := (Asymptotics.isBigO_refl (fun r : ℝ => Real.exp (-(a / 2) * r)) atTop).mul
    ((damped_tendsto (half_pos ha) q l n).isBigO_one ℝ)
  refine integrable_of_isBigO_exp_neg (half_pos ha) hd.continuousOn
    (h.congr (fun r => ?_) (fun r => mul_one _))
  have he : Real.exp (-a * r) = Real.exp (-(a / 2) * r) * Real.exp (-(a / 2) * r) := by
    rw [← Real.exp_add]
    congr 1
    ring
  simp only [damped]
  rw [he]
  ring
```

**(f) Prove $kB_{l+1}=2(l+2)q^2B_l$.**

Let
$$F(r)=-e^{-ar}\big[(ar+1)s_{l+1}(qr)+q^2r^2s_l(qr)\big].$$
By (b), $\frac{d}{dr}s_{l+1}(qr)=q^2r\,s_l(qr)$ and $r\frac{d}{dr}s_l(qr)=(2l+1)s_l(qr)-s_{l+1}(qr)$. With all $s$ taken at $qr$,
$$\begin{aligned}-e^{ar}F'={}&-a(ar+1)s_{l+1}-aq^2r^2s_l+as_{l+1}+(ar+1)q^2rs_l\\&+2q^2rs_l+q^2r\big[(2l+1)s_l-s_{l+1}\big]\\={}&-k\,rs_{l+1}+2(l+2)q^2\,rs_l.\end{aligned}$$
Hence $F'=kD_{l+1,1}-2(l+2)q^2D_{l,1}$. Since $F$ vanishes at both ends, the integral of $F'$ is zero.

```lean
/-- Raising `l` by one multiplies the first damped moment by `2(l+2)q²/(a²+q²)`. -/
theorem moment_step {a : ℝ} (ha : 0 < a) (q : ℝ) (l : ℕ) :
    (a ^ 2 + q ^ 2) * ∫ r in Ioi (0 : ℝ), damped a q (l + 1) 1 r =
      2 * ((l : ℝ) + 2) * q ^ 2 * ∫ r in Ioi (0 : ℝ), damped a q l 1 r := by
  have i1 := (damped_integrable ha q (l + 1) 1).const_mul (a ^ 2 + q ^ 2)
  have i0 := (damped_integrable ha q l 1).const_mul (2 * ((l : ℝ) + 2) * q ^ 2)
  have h : ∫ r in Ioi (0 : ℝ), ((a ^ 2 + q ^ 2) * damped a q (l + 1) 1 r -
      2 * ((l : ℝ) + 2) * q ^ 2 * damped a q l 1 r) = 0 := by
    -- the integrand is an exact derivative
    refine (integral_Ioi_of_hasDerivAt_of_tendsto' (m := 0)
      (f := fun r => -(Real.exp (-a * r) * (a * r * regBessel (l + 1) (q * r) +
        regBessel (l + 1) (q * r) + q ^ 2 * r ^ 2 * regBessel l (q * r))))
      (fun r _ => ?_) (i1.sub i0) ?_).trans ?_
    · obtain ⟨⟨d, hd, hxd⟩, h1⟩ := regBessel_deriv l (q * r)
      have hq := (hasDerivAt_id' r).const_mul q
      have hE := ((hasDerivAt_id' r).const_mul (-a)).exp
      have hsq : HasDerivAt (fun y : ℝ => y ^ 2) (2 * r) r := by
        simpa using hasDerivAt_pow 2 r
      have S1 : HasDerivAt (fun y => regBessel (l + 1) (q * y))
        (q * r * regBessel l (q * r) * (q * 1)) r := h1.comp r hq
      have S0 : HasDerivAt (fun y => regBessel l (q * y)) (d * (q * 1)) r := hd.comp r hq
      refine (hE.fun_mul (((((hasDerivAt_id' r).const_mul a).fun_mul S1).fun_add S1).fun_add
        ((hsq.const_mul (q ^ 2)).fun_mul S0))).fun_neg.congr_deriv ?_
      simp only [damped, Pi.sub_apply]
      linear_combination (-(Real.exp (-a * r) * q ^ 2 * r)) * hxd
    · have h := ((((damped_tendsto ha q (l + 1) 1).const_mul a).add
        (damped_tendsto ha q (l + 1) 0)).add
        ((damped_tendsto ha q l 2).const_mul (q ^ 2))).neg
      simp only [mul_zero, add_zero, neg_zero] at h
      refine h.congr fun r => ?_
      simp only [damped]
      ring
    · simp [regBessel_eq]
  rw [integral_sub i1 i0, integral_const_mul, integral_const_mul] at h
  linarith
```

**(g) Evaluate $A_0$ and $B_0$.**

The functions
$$-e^{-ar}\big[a\sin qr+q\cos qr\big],$$
$$-e^{-ar}\big[(kar+a^2-q^2)\sin qr+(kqr+2aq)\cos qr\big]$$
have derivatives $k\,e^{-ar}\sin qr$ and $k^2re^{-ar}\sin qr$; the cosine terms cancel. They vanish at infinity and equal $-q$ and $-2aq$ at $r=0$. So $A_0=q/k$ and $B_0=2aq/k^2$.

```lean
/-- The two `l = 0` integrals, of `exp(-a r) sin(q r)` and of `r exp(-a r) sin(q r)`. -/
theorem moment_zero {a : ℝ} (ha : 0 < a) (q : ℝ) :
    ∫ r in Ioi (0 : ℝ), damped a q 0 0 r = q / (a ^ 2 + q ^ 2) ∧
    ∫ r in Ioi (0 : ℝ), damped a q 0 1 r = 2 * a * q / (a ^ 2 + q ^ 2) ^ 2 := by
  have hD : a ^ 2 + q ^ 2 ≠ 0 := by positivity
  have hs := bounded_tendsto ha (fun r => sin (q * r)) (fun r => abs_sin_le_one _)
  have hc := bounded_tendsto ha (fun r => cos (q * r)) (fun r => abs_cos_le_one _)
  have hE := fun r : ℝ => ((hasDerivAt_id' r).const_mul (-a)).exp
  have hS := fun r : ℝ => ((hasDerivAt_id' r).const_mul q).sin
  have hC := fun r : ℝ => ((hasDerivAt_id' r).const_mul q).cos
  constructor
  · have h : ∫ r in Ioi (0 : ℝ), (a ^ 2 + q ^ 2) * damped a q 0 0 r = q := by
      refine (integral_Ioi_of_hasDerivAt_of_tendsto' (m := 0)
        (f := fun r => -(Real.exp (-a * r) * (a * sin (q * r) + q * cos (q * r))))
        (fun r _ => ?_) ((damped_integrable ha q 0 0).const_mul _) ?_).trans (by simp)
      · refine ((hE r).fun_mul (((hS r).const_mul a).fun_add
          ((hC r).const_mul q))).fun_neg.congr_deriv ?_
        change _ = (a ^ 2 + q ^ 2) * (r ^ 0 * Real.exp (-a * r) * sin (q * r))
        ring
      · have h := (((hs 0).const_mul a).add ((hc 0).const_mul q)).neg
        simp only [mul_zero, add_zero, neg_zero] at h
        exact h.congr fun r => by ring
    rw [integral_const_mul] at h
    rw [eq_div_iff hD]
    linear_combination h
  · have h : ∫ r in Ioi (0 : ℝ), (a ^ 2 + q ^ 2) ^ 2 * damped a q 0 1 r = 2 * a * q := by
      refine (integral_Ioi_of_hasDerivAt_of_tendsto' (m := 0)
        (f := fun r => -(Real.exp (-a * r) *
          (((a ^ 2 + q ^ 2) * a * r + (a ^ 2 - q ^ 2)) * sin (q * r) +
            ((a ^ 2 + q ^ 2) * q * r + 2 * a * q) * cos (q * r))))
        (fun r _ => ?_) ((damped_integrable ha q 0 1).const_mul _) ?_).trans (by simp)
      · have hl := fun c e : ℝ => ((hasDerivAt_id' r).const_mul c).add_const e
        refine ((hE r).fun_mul (((hl _ _).fun_mul (hS r)).fun_add
          ((hl _ _).fun_mul (hC r)))).fun_neg.congr_deriv ?_
        change _ = (a ^ 2 + q ^ 2) ^ 2 * (r ^ 1 * Real.exp (-a * r) * sin (q * r))
        ring
      · have h := (((((hs 1).const_mul ((a ^ 2 + q ^ 2) * a)).add
          ((hs 0).const_mul (a ^ 2 - q ^ 2))).add
          ((hc 1).const_mul ((a ^ 2 + q ^ 2) * q))).add ((hc 0).const_mul (2 * a * q))).neg
        simp only [mul_zero, add_zero, neg_zero] at h
        exact h.congr fun r => by ring
    rw [integral_const_mul] at h
    rw [eq_div_iff (pow_ne_zero 2 hD)]
    linear_combination h
```

**(h) Relate these moments to the Bessel transforms.**

By (a), $s_l(qr)=q^{l+1}r^{l+1}j_l(qr)$, so
$$\int_0^\infty D_{l,n}\,dr=q^{l+1}\int_0^\infty r^{l+1+n}e^{-ar}j_l(qr)\,dr.$$

```lean
/-- A damped moment is `q^(l+1)` times the corresponding spherical Bessel transform. -/
theorem moment_eq (a q : ℝ) (l n : ℕ) :
    ∫ r in Ioi (0 : ℝ), damped a q l n r = q ^ (l + 1) *
      ∫ r in Ioi (0 : ℝ), r ^ (l + 1 + n) * Real.exp (-a * r) * sphBessel l (q * r) := by
  rw [← integral_const_mul]
  congr 1
  funext r
  simp only [damped, regBessel_eq]
  ring
```

**(i) Transform the Slater orbital $r^le^{-ar}$ for $q>0$.**

Starting from $B_0$, each use of (f) multiplies by $2(l+2)q^2/k$, so
$$B_l=q^{l+1}\,\frac{2a(2q)^l(l+1)!}{k^{l+2}}.$$
Dividing by $q^{l+1}$, as (h) with $n=1$ requires, gives
$$\int_0^\infty r^{l+2}e^{-ar}j_l(qr)\,dr=\frac{2a(2q)^l(l+1)!}{(a^2+q^2)^{l+2}}.$$
The orbital is unnormalised; multiply by $(2a)^{l+3/2}/\sqrt{(2l+2)!}$ for unit radial norm.

```lean
/-- Spherical Bessel transform of the unnormalised Slater radial function `r^l exp(-a r)`, with
volume weight `r²`. -/
theorem slater_orbital_transform {a q : ℝ} (ha : 0 < a) (hq : 0 < q) (l : ℕ) :
    ∫ r in Ioi (0 : ℝ), r ^ (l + 2) * Real.exp (-a * r) * sphBessel l (q * r) =
      2 * a * (2 * q) ^ l * ((l + 1).factorial : ℝ) / (a ^ 2 + q ^ 2) ^ (l + 2) := by
  have hD : a ^ 2 + q ^ 2 ≠ 0 := by positivity
  have key : ∫ r in Ioi (0 : ℝ), damped a q l 1 r = q ^ (l + 1) *
      (2 * a * (2 * q) ^ l * ((l + 1).factorial : ℝ) / (a ^ 2 + q ^ 2) ^ (l + 2)) := by
    induction l with
    | zero =>
      rw [(moment_zero ha q).2]
      simp only [zero_add, pow_zero, pow_one, Nat.factorial_one, Nat.cast_one]
      ring
    | succ l ih =>
      apply mul_left_cancel₀ hD
      rw [moment_step ha q l, ih, Nat.factorial_succ (l + 1)]
      push_cast
      field_simp
      ring
  exact mul_left_cancel₀ (pow_ne_zero (l + 1) hq.ne') ((moment_eq a q l 1).symm.trans key)
```

**(j) Show that $\displaystyle\int_0^\infty r^{l+1}e^{-ar}j_l(qr)\,dr=\frac{(2q)^l\,l!}{(a^2+q^2)^{l+1}}$.**

For $l=0$ the integral is $A_0/q=1/k$. For order $l+1$, integrate
$$\frac{d}{dr}\big[e^{-ar}s_{l+1}(qr)\big]=q^2D_{l,1}-aD_{l+1,0}.$$
The boundary terms vanish, so $aA_{l+1}=q^2B_l$ and
$$A_{l+1}=q^{l+2}\,\frac{(2q)^{l+1}(l+1)!}{k^{l+2}}.$$
Division by $q^{l+2}$ finishes the proof.

In the Lean statement, `l : ℕ` is the angular momentum, `a` and `q` are positive reals, and `Ioi (0 : ℝ)` is the half-line. With the volume weight $r^2$ removed, the radial function is $r^{l-1}e^{-ar}$, whose normalisation factor is $(2a)^{l+1/2}/\sqrt{(2l)!}$. The angular factor and the $4\pi(-i)^l$ of the plane-wave expansion are left out, as are other powers of $r$.

The smallest case, $l=0$, is the Yukawa form $e^{-ar}/r$: restoring $4\pi$ gives the familiar $4\pi/(a^2+q^2)$. This function is square-integrable but has infinite kinetic energy, so it is not an admissible atomic orbital. In a plane-wave electronic-structure code, where radial transforms are often computed by quadrature on a grid, the formula gives an exact reference value for a single exponential of this type.

```lean
/-- The spherical Bessel transform of `r^(l-1) exp(-a r)`, with volume weight `r²`: `∫ r^(l+1)
exp(-a r) j_l(q r) dr = (2q)^l l! / (a² + q²)^(l+1)` over `r > 0`. -/
theorem exponential_bessel_transform {a q : ℝ} (ha : 0 < a) (hq : 0 < q) (l : ℕ) :
    ∫ r in Ioi (0 : ℝ), r ^ (l + 1) * Real.exp (-a * r) * sphBessel l (q * r) =
      (2 * q) ^ l * (l.factorial : ℝ) / (a ^ 2 + q ^ 2) ^ (l + 1) := by
  have hD : a ^ 2 + q ^ 2 ≠ 0 := by positivity
  refine mul_left_cancel₀ (pow_ne_zero (l + 1) hq.ne') ((moment_eq a q l 0).symm.trans ?_)
  cases l with
  | zero =>
    rw [(moment_zero ha q).1]
    simp only [zero_add, pow_zero, pow_one, Nat.factorial_zero, Nat.cast_one]
    ring
  | succ l =>
    have i1 := (damped_integrable ha q l 1).const_mul (q ^ 2)
    have i0 := (damped_integrable ha q (l + 1) 0).const_mul a
    -- integration by parts lowers the order of the Bessel function
    have h : ∫ r in Ioi (0 : ℝ),
        (q ^ 2 * damped a q l 1 r - a * damped a q (l + 1) 0 r) = 0 := by
      refine (integral_Ioi_of_hasDerivAt_of_tendsto' (m := 0)
        (f := fun r => Real.exp (-a * r) * regBessel (l + 1) (q * r))
        (fun r _ => ?_) (i1.sub i0) ?_).trans (by simp [regBessel_eq])
      · have S1 : HasDerivAt (fun y => regBessel (l + 1) (q * y))
          (q * r * regBessel l (q * r) * (q * 1)) r :=
          (regBessel_deriv l (q * r)).2.comp r ((hasDerivAt_id' r).const_mul q)
        refine (((hasDerivAt_id' r).const_mul (-a)).exp.fun_mul S1).congr_deriv ?_
        simp only [damped, Pi.sub_apply]
        ring
      · refine (damped_tendsto ha q (l + 1) 0).congr fun r => ?_
        simp only [damped]
        ring
    have hB : ∫ r in Ioi (0 : ℝ), damped a q l 1 r = q ^ (l + 1) *
        (2 * a * (2 * q) ^ l * ((l + 1).factorial : ℝ) / (a ^ 2 + q ^ 2) ^ (l + 2)) :=
      (moment_eq a q l 1).trans (congrArg _ (slater_orbital_transform ha hq l))
    rw [integral_sub i1 i0, integral_const_mul, integral_const_mul, hB] at h
    apply mul_left_cancel₀ ha.ne'
    rw [← sub_eq_zero.mp h]
    ring

end

end SlaterBesselTransform
```

```lean
#print axioms SlaterBesselTransform.exponential_bessel_transform
```

```
'SlaterBesselTransform.exponential_bessel_transform' depends on axioms: [propext, Classical.choice, Quot.sound]
```
